# In coupled-mode theory, two resonators with real coupling g > 0 have modes at different real frequencies exactly when they are detuned or 2g exceeds the difference of their amplitude loss rates

Q: Before any theorem, tell me what the symbols are. A loss rate can mean several things.

A: Two resonators have real frequencies $w_1, w_2$, loss rates $a, b$ and a real coupling $g$. We use coupled-mode theory, an approximation for loss rates, coupling and detuning that are small compared with the resonators' frequencies. In it the complex amplitudes $v_0, v_1$ obey $i\,\dot v = Hv$ with

$$H=\begin{pmatrix} w_1-ia & g\\ g & w_2-ib\end{pmatrix}.$$

The index of $v$ starts at 0 as in Lean, so $v_0$ belongs to $w_1$ and $v_1$ to $w_2$. Uncoupled, the first amplitude goes as $e^{-iw_1t-at}$. Thus $a$ and $b$ are amplitude rates, and energy decays at $2a$ and $2b$. Frequencies, rates and coupling share one unit.

```lean
import Mathlib

open Matrix Complex

namespace LossyStrongCoupling

noncomputable section

/-- The non-Hermitian Hamiltonian of two resonators with frequencies `w1`, `w2`,
amplitude loss rates `a`, `b` and coupling `g`. -/
def lossyH (w1 w2 a b g : ℝ) : Matrix (Fin 2) (Fin 2) ℂ :=
  !![(w1 : ℂ) - I * a, (g : ℂ); (g : ℂ), (w2 : ℂ) - I * b]
```

Q: Nothing there makes the losses positive.

A: No, and no theorem below needs it. A negative $a$ describes linear gain. The one standing condition is $g>0$: the resonators are really coupled, and the coupling exchanges energy coherently. An imaginary coupling, through a shared loss channel, isn't covered.

Q: And what counts as a mode?

A: A complex $z$ for which some nonzero $v$ satisfies $Hv=zv$. Then $v\,e^{-izt}$ solves the equation of motion, with oscillation frequency $\operatorname{Re}z$ and amplitude decay rate $-\operatorname{Im}z$. `IsMode` says this directly, with `*ᵥ` for matrix times vector.

```lean
/-- The complex number `z` is a mode frequency of `H`: some nonzero amplitude vector
is an eigenvector of `H` with eigenvalue `z`. -/
def IsMode (H : Matrix (Fin 2) (Fin 2) ℂ) (z : ℂ) : Prop :=
  ∃ v : Fin 2 → ℂ, v ≠ 0 ∧ H *ᵥ v = z • v
```

Q: How do you get from eigenvectors to an equation for $z$?

A: The two rows read
$$(z-w_1+ia)\,v_0=g\,v_1,\qquad (z-w_2+ib)\,v_1=g\,v_0 .$$
Multiply the first by $z-w_2+ib$ and use the second: $(z-w_1+ia)(z-w_2+ib)\,v_0=g^2v_0$. The same works for $v_1$. Since one amplitude is nonzero,
$$(z-w_1+ia)(z-w_2+ib)=g^2 .$$
Conversely, if this holds, $v=(g,\;z-w_1+ia)$ is an eigenvector. It is nonzero because $g>0$; dividing by $\sqrt{g^2+|z-w_1+ia|^2}$ normalises it.

Lean follows the same route. It supposes that the equation fails, derives `e0` and `e1`, which say that both amplitudes vanish, and contradicts $v\neq0$. For the converse it supplies the unnormalised vector. The `linear_combination` lines carry out the elimination.

```lean
/-- Secular equation: the mode frequencies are the complex numbers at which the product of
the two complex detunings equals the squared coupling. -/
theorem isMode_iff {w1 w2 a b g : ℝ} (hg : 0 < g) (z : ℂ) :
    IsMode (lossyH w1 w2 a b g) z ↔
      (z - (w1 - I * a)) * (z - (w2 - I * b)) = (g : ℂ) ^ 2 := by
  constructor
  · rintro ⟨v, hv, h⟩
    have h0 := congrFun h 0
    have h1 := congrFun h 1
    simp [lossyH, Matrix.mulVec, dotProduct, Fin.sum_univ_two] at h0 h1
    by_contra hne
    have hP := sub_ne_zero.mpr hne
    -- off the secular equation both amplitudes vanish
    have e0 : v 0 = 0 := by
      refine (mul_eq_zero.mp ?_).resolve_left hP
      linear_combination -(z - (w2 - I * b)) * h0 - (g : ℂ) * h1
    have e1 : v 1 = 0 := by
      refine (mul_eq_zero.mp ?_).resolve_left hP
      linear_combination -(z - (w1 - I * a)) * h1 - (g : ℂ) * h0
    apply hv
    ext i
    fin_cases i
    · exact e0
    · exact e1
  · intro h
    refine ⟨![(g : ℂ), z - (w1 - I * a)], ?_, ?_⟩
    · intro hv
      have h0 : (g : ℂ) = 0 := congrFun hv 0
      exact hg.ne' (by exact_mod_cast h0)
    · ext i
      fin_cases i
      · simp [lossyH, Matrix.mulVec, dotProduct, Fin.sum_univ_two]
        ring
      · simp [lossyH, Matrix.mulVec, dotProduct, Fin.sum_univ_two]
        linear_combination -h
```

Q: Now put the resonators on resonance. Where does the threshold come from?

A: Set $w_1=w_2=w_0$ and measure $z$ from the mean: $u=z-w_0+i(a+b)/2$. The two factors become $u\pm i(a-b)/2$, so the secular equation is
$$u^2+\tfrac14(a-b)^2=g^2,\qquad u^2=\tfrac14\left[4g^2-(a-b)^2\right].$$
If $|a-b|\le 2g$, the right side is nonnegative and $u$ is real:
$$z=w_0\pm\tfrac12\sqrt{4g^2-(a-b)^2}-\tfrac i2(a+b).$$
Both modes decay at the mean rate, and their frequencies are split when $|a-b|<2g$.

In the proof, `hn` establishes that the radicand is nonnegative, so squaring the root gives it back. The identity `key` factorises the secular polynomial, and a product vanishes only if a factor does. The "iff" therefore says that these are all the modes.

```lean
/-- Two resonant oscillators with `|a - b| ≤ 2g` have modes displaced symmetrically from `w0`
by half of `√(4g² - (a - b)²)`, both decaying at the mean loss rate. -/
theorem modes_of_strong {w0 a b g : ℝ} (hg : 0 < g) (h : |a - b| ≤ 2 * g) (z : ℂ) :
    IsMode (lossyH w0 w0 a b g) z ↔
      z = w0 + (√(4 * g ^ 2 - (a - b) ^ 2) : ℝ) / 2 - I * ((a + b) / 2) ∨
      z = w0 - (√(4 * g ^ 2 - (a - b) ^ 2) : ℝ) / 2 - I * ((a + b) / 2) := by
  have hn : 0 ≤ 4 * g ^ 2 - (a - b) ^ 2 := by
    nlinarith [sq_abs (a - b),
      mul_nonneg (sub_nonneg.mpr h) (by positivity : 0 ≤ 2 * g + |a - b|)]
  have hs := Real.sq_sqrt hn
  generalize √(4 * g ^ 2 - (a - b) ^ 2) = r at hs ⊢
  have hc : (r : ℂ) ^ 2 = 4 * (g : ℂ) ^ 2 - ((a : ℂ) - b) ^ 2 := by exact_mod_cast hs
  -- the secular polynomial factorises
  have key : (z - (w0 - I * a)) * (z - (w0 - I * b)) - (g : ℂ) ^ 2 =
      (z - (w0 + (r : ℂ) / 2 - I * ((a + b) / 2))) *
      (z - (w0 - (r : ℂ) / 2 - I * ((a + b) / 2))) := by
    linear_combination hc / 4 - ((a : ℂ) - b) ^ 2 / 4 * I_sq
  rw [isMode_iff hg]
  exact sub_eq_zero.symm.trans (by rw [key, mul_eq_zero, sub_eq_zero, sub_eq_zero])
```

Q: And below threshold?

A: If $2g\le|a-b|$, then $u^2\le0$ and $u$ is imaginary, so
$$z=w_0-\tfrac i2\left(a+b\pm\sqrt{(a-b)^2-4g^2}\right).$$
Both modes oscillate at $w_0$; the coupling changes their decay rates but not their oscillation frequency. At $2g=|a-b|$ both formulas apply and give the single value $w_0-i(a+b)/2$. The Lean proof repeats the factorisation with the other radicand.

```lean
/-- Two resonant oscillators with `2g ≤ |a - b|` have modes at the common real frequency `w0`,
with decay rates `(a + b ± √((a - b)² - 4g²)) / 2`. -/
theorem modes_of_weak {w0 a b g : ℝ} (hg : 0 < g) (h : 2 * g ≤ |a - b|) (z : ℂ) :
    IsMode (lossyH w0 w0 a b g) z ↔
      z = w0 - I * (((a + b + √((a - b) ^ 2 - 4 * g ^ 2)) / 2 : ℝ) : ℂ) ∨
      z = w0 - I * (((a + b - √((a - b) ^ 2 - 4 * g ^ 2)) / 2 : ℝ) : ℂ) := by
  have hn : 0 ≤ (a - b) ^ 2 - 4 * g ^ 2 := by
    nlinarith [sq_abs (a - b),
      mul_nonneg (sub_nonneg.mpr h) (by positivity : 0 ≤ |a - b| + 2 * g)]
  have hs := Real.sq_sqrt hn
  generalize √((a - b) ^ 2 - 4 * g ^ 2) = r at hs ⊢
  have hc : (r : ℂ) ^ 2 = ((a : ℂ) - b) ^ 2 - 4 * (g : ℂ) ^ 2 := by exact_mod_cast hs
  have key : (z - (w0 - I * a)) * (z - (w0 - I * b)) - (g : ℂ) ^ 2 =
      (z - (w0 - I * (((a + b + r) / 2 : ℝ) : ℂ))) *
      (z - (w0 - I * (((a + b - r) / 2 : ℝ) : ℂ))) := by
    push_cast
    linear_combination I ^ 2 / 4 * hc - (g : ℂ) ^ 2 * I_sq
  rw [isMode_iff hg]
  exact sub_eq_zero.symm.trans (by rw [key, mul_eq_zero, sub_eq_zero, sub_eq_zero])
```

Q: Real resonators are never exactly tuned. Does the threshold survive detuning?

A: Not as a condition for different real frequencies. Once $w_1\ne w_2$, the real parts differ for every $g>0$, however weak. The general statement is that modes $z$ and $z'$ with $\operatorname{Re}z\neq\operatorname{Re}z'$ exist if and only if $w_1\neq w_2$ or $|a-b|<2g$.

Q: Show me why.

A: Put $c=\tfrac12[w_1+w_2-i(a+b)]$ and $\delta=\tfrac12[w_1-w_2-i(a-b)]$. With $z=c+s$ the factors are $s-\delta$ and $s+\delta$, so the secular equation is $s^2=\delta^2+g^2$. A complex root $s$ always exists, and the modes are $c\pm s$. Their real parts agree only if $\operatorname{Re}s=0$. In that case $4s^2=-4(\operatorname{Im}s)^2$, and comparing real and imaginary parts gives
$$-4(\operatorname{Im}s)^2=(w_1-w_2)^2-(a-b)^2+4g^2,\qquad (w_1-w_2)(a-b)=0 .$$
If $w_1\neq w_2$, the second equation forces $a=b$, and the right side of the first is positive while the left is not. If $|a-b|<2g$, the right side is again positive. Either way $\operatorname{Re}s\neq0$.

For the other direction, suppose that neither condition holds. Then $w_1=w_2$ and $2g\le|a-b|$, and the below-threshold formula puts every mode at the same real frequency.

In Lean the second mode is called `w`. `IsAlgClosed.exists_pow_nat_eq` supplies $s$, `hr'` and `hi'` are the two displayed equations, and `nlinarith` finds the sign contradictions. The other direction uses `modes_of_weak`.

```lean
/-- Two coupled lossy oscillators have modes with different real frequencies exactly when
they are detuned or twice the coupling exceeds the difference of the loss rates. -/
theorem splitting_iff {w1 w2 a b g : ℝ} (hg : 0 < g) :
    (∃ z w : ℂ, IsMode (lossyH w1 w2 a b g) z ∧ IsMode (lossyH w1 w2 a b g) w ∧
      z.re ≠ w.re) ↔ w1 ≠ w2 ∨ |a - b| < 2 * g := by
  constructor
  · rintro ⟨z, w, hz, hw, hne⟩
    by_contra hcon
    obtain ⟨h1, h2⟩ := not_or.mp hcon
    have h12 : w1 = w2 := not_not.mp h1
    subst h12
    rw [modes_of_weak hg (not_lt.mp h2)] at hz hw
    have hre : ∀ y : ℝ, ((w1 : ℂ) - I * (y : ℂ)).re = w1 := by
      intro y
      simp
    apply hne
    rcases hz with hz | hz <;> rcases hw with hw | hw <;> simp only [hz, hw, hre]
  · intro h
    -- the modes are c + s and c - s, with s a root of the quarter discriminant
    obtain ⟨s, hs⟩ := IsAlgClosed.exists_pow_nat_eq
      ((((w1 : ℂ) - w2 - I * (a - b)) / 2) ^ 2 + (g : ℂ) ^ 2) (n := 2) two_pos
    obtain ⟨c, hc⟩ : ∃ c : ℂ, c = ((w1 : ℂ) + w2 - I * (a + b)) / 2 := ⟨_, rfl⟩
    refine ⟨c + s, c - s, ?_, ?_, ?_⟩
    · rw [isMode_iff hg, hc]
      linear_combination hs
    · rw [isMode_iff hg, hc]
      linear_combination hs
    · intro heq
      simp only [add_re, sub_re] at heq
      have hs0 : s.re = 0 := by linarith
      have h4 : (s + s) * (s + s) = ((w1 : ℂ) - w2 - I * (a - b)) *
          ((w1 : ℂ) - w2 - I * (a - b)) + ((g : ℂ) + g) * ((g : ℂ) + g) := by
        linear_combination 4 * hs
      have hr := congrArg Complex.re h4
      have hi := congrArg Complex.im h4
      simp only [add_re, add_im, sub_re, sub_im, mul_re, mul_im, ofReal_re, ofReal_im,
        I_re, I_im, hs0] at hr hi
      have hr' : -(4 * s.im ^ 2) = (w1 - w2) ^ 2 - (a - b) ^ 2 + 4 * g ^ 2 := by
        linear_combination hr
      have hi' : (w1 - w2) * (a - b) = 0 := by linear_combination hi / 2
      rcases h with h | h
      · have hab : a - b = 0 := (mul_eq_zero.mp hi').resolve_left (sub_ne_zero.mpr h)
        rw [hab] at hr'
        nlinarith [sq_nonneg s.im, sq_nonneg (w1 - w2), pow_pos hg 2]
      · have hlt : 0 < (2 * g - |a - b|) * (2 * g + |a - b|) :=
          mul_pos (sub_pos.mpr h) (by positivity)
        nlinarith [sq_nonneg s.im, sq_nonneg (w1 - w2), sq_abs (a - b)]
```

Setting the frequencies equal removes the detuning alternative and leaves the resonant threshold.

```lean
/-- Two oscillators of equal frequency have modes with different real frequencies exactly when
twice the coupling exceeds the difference of the loss rates. -/
theorem resonant_splitting_iff {w0 a b g : ℝ} (hg : 0 < g) :
    (∃ z w : ℂ, IsMode (lossyH w0 w0 a b g) z ∧ IsMode (lossyH w0 w0 a b g) w ∧
      z.re ≠ w.re) ↔ |a - b| < 2 * g := by
  rw [splitting_iff hg]
  simp
```

Q: An experimentalist would call it strong coupling only when two peaks are visible. Is that what you have shown?

A: No. The theorem concerns eigenvalues. With $w_1=w_2$ and $a=b>0$, any $g>0$ splits the real parts, yet if $g$ is much smaller than the common loss rate, the two lines overlap heavily. Whether a spectrum shows two peaks also depends on the linewidths and on how the system is driven and detected.

Q: Can coupling make a mode decay faster than either resonator alone?

A: Not in this model, at any detuning. Write $z=x+iy$. The secular equation splits into
$$(x-w_1)(x-w_2)=g^2+(y+a)(y+b),\qquad (x-w_1)(y+b)=-(y+a)(x-w_2).$$
Suppose $(y+a)(y+b)>0$. Then the first equation makes $(x-w_1)(x-w_2)$ positive too, so the product of all four factors is positive. By the second equation, that same product equals $-\left[(y+a)(x-w_2)\right]^2\le0$, a contradiction. Hence $(y+a)(y+b)\le0$, which places $-y$ between $a$ and $b$. In particular, two lossy resonators have no growing mode.

The step `hprod` is this contradiction; the closing lines rule out $-y$ below the minimum and above the maximum.

```lean
/-- For any detuning, the decay rate `-Im z` of each mode lies between the smaller and the
larger of the two bare loss rates. -/
theorem decay_rate_between {w1 w2 a b g : ℝ} (hg : 0 < g) {z : ℂ}
    (hz : IsMode (lossyH w1 w2 a b g) z) : min a b ≤ -z.im ∧ -z.im ≤ max a b := by
  rw [isMode_iff hg, pow_two] at hz
  have hr := congrArg Complex.re hz
  have hi := congrArg Complex.im hz
  simp only [sub_re, sub_im, mul_re, mul_im, ofReal_re, ofReal_im, I_re, I_im] at hr hi
  have hr' : (z.re - w1) * (z.re - w2) = g ^ 2 + (z.im + a) * (z.im + b) := by
    linear_combination hr
  have hi' : (z.re - w1) * (z.im + b) = -((z.im + a) * (z.re - w2)) := by
    linear_combination hi
  -- the imaginary parts of the two complex detunings are never both positive or both negative
  have hprod : (z.im + a) * (z.im + b) ≤ 0 := by
    by_contra hcon
    have hp := not_le.mp hcon
    have hq : 0 < (z.re - w1) * (z.re - w2) := by
      rw [hr']
      positivity
    have e : ((z.re - w1) * (z.re - w2)) * ((z.im + a) * (z.im + b)) =
        -((z.im + a) * (z.re - w2)) ^ 2 := by
      linear_combination (z.im + a) * (z.re - w2) * hi'
    linarith [mul_pos hq hp, sq_nonneg ((z.im + a) * (z.re - w2))]
  constructor
  · by_contra hcon
    obtain ⟨h1, h2⟩ := lt_min_iff.mp (not_le.mp hcon)
    linarith [mul_pos (by linarith : 0 < z.im + a) (by linarith : 0 < z.im + b)]
  · by_contra hcon
    obtain ⟨h1, h2⟩ := max_lt_iff.mp (not_le.mp hcon)
    linarith [mul_pos_of_neg_of_neg (by linarith : z.im + a < 0)
      (by linarith : z.im + b < 0)]

end

end LossyStrongCoupling
```

```lean
#print axioms LossyStrongCoupling.modes_of_strong
#print axioms LossyStrongCoupling.splitting_iff
#print axioms LossyStrongCoupling.resonant_splitting_iff
#print axioms LossyStrongCoupling.decay_rate_between
```

```
'LossyStrongCoupling.modes_of_strong' depends on axioms: [propext, Classical.choice, Quot.sound]
'LossyStrongCoupling.splitting_iff' depends on axioms: [propext, Classical.choice, Quot.sound]
'LossyStrongCoupling.resonant_splitting_iff' depends on axioms: [propext, Classical.choice, Quot.sound]
'LossyStrongCoupling.decay_rate_between' depends on axioms: [propext, Classical.choice, Quot.sound]
```

Q: Where would I meet this in a calculation?

A: For one cavity mode and one emitter restricted to a single excitation, this $H$ is the effective Hamiltonian for the decaying amplitudes; quantum jumps, pure dephasing and further levels are left out. If your inputs are full widths at half maximum $\kappa$ and $\gamma$ of the bare Lorentzian intensity lines, broadened by decay alone and in the same units as $g$, then $a=\kappa/2$ and $b=\gamma/2$, and the resonant condition becomes $4g>|\kappa-\gamma|$.

In code, pass the matrix to a general complex eigenvalue routine, since a Hermitian solver assumes a symmetry that $H$ lacks. A quick check measures frequencies from the common resonance, so that $w_0=0$, and takes $a=5$, $b=1$, where the threshold is $g=2$. For $g=2.5$ the eigenvalues should be $\pm1.5-3i$; for $g=1.2$ they should be $-4.6i$ and $-1.4i$. Close to this threshold, the square root turns a small rounding error into a much larger eigenvalue error. For $w_1=w_2$, therefore, decide the regime from the sign of $2g-|a-b|$ and not by testing whether two computed real parts are equal.
